# For a finite nuclear mass, the lowest Landau state with m = −k lies k nuclear cyclotron quanta above the one with m = 0

Suppose the binding energy of hydrogen in a strong magnetic field \(B>0\) is measured from \(B/(2\mu)\) for every magnetic quantum number \(m\), with \(\mu\) the reduced mass. Then, at zero pseudomomentum, the states with \(m=-k\), where \(k=1,2,\dots\), appear less bound by \(kB/M\), where \(M\) is the nuclear mass, than when they are measured from the lowest energy of the non-interacting pair with the same \(m\). The reduced mass corrects the zero-point energy, but the term linear in \(L_z\) also changes, because electron and nucleus circle in opposite senses.

This shift is computed here for the transverse motion alone, without the Coulomb attraction; spin energies are left out throughout. Units are atomic: \(\hbar=m_e=e=1\), so the cyclotron quanta are \(B\) for the electron and \(B/M\) for the nucleus.

## The plane, the field and the two masses

```lean
import Mathlib

open Complex Filter Topology

namespace FiniteMassLandau

noncomputable section
```

This loads the Mathlib library and opens a namespace for the names below.

```lean
/-- Partial derivative of a planar wave function with respect to `x`. -/
def dX (ψ : ℝ → ℝ → ℂ) (x y : ℝ) : ℂ := deriv (fun t => ψ t y) x
```

A wave function is a map `ℝ → ℝ → ℂ`: give it \(x\), then \(y\), and it returns a complex number. `dX` is \(\partial_x\psi\), with \(y\) held fixed.

```lean
/-- Partial derivative of a planar wave function with respect to `y`. -/
def dY (ψ : ℝ → ℝ → ℂ) (x y : ℝ) : ℂ := deriv (fun t => ψ x t) y
```

Likewise, `dY` is \(\partial_y\psi\). Lean's `deriv` returns 0 where no derivative exists, so differentiability is proved separately below.

```lean
/-- The Laplacian in the plane perpendicular to the field. -/
def laplacian (ψ : ℝ → ℝ → ℂ) (x y : ℝ) : ℂ := dX (dX ψ) x y + dY (dY ψ) x y
```

This is \(\Delta\psi=\partial_x^2\psi+\partial_y^2\psi\).

```lean
/-- The angular momentum along the field, `Lz = -i (x ∂y - y ∂x)`. -/
def angularMomentum (ψ : ℝ → ℝ → ℂ) (x y : ℝ) : ℂ :=
  -I * (x * dY ψ x y - y * dX ψ x y)
```

This is \(L_z\psi=-i(x\,\partial_y-y\,\partial_x)\psi\).

```lean
/-- Reduced mass of an electron of mass 1 and a nucleus of mass `M`, for `M ≠ -1`. -/
def reducedMass (M : ℝ) : ℝ := M / (1 + M)
```

The electron has mass 1, so \(\mu=M/(1+M)\).

```lean
/-- The transverse Hamiltonian `-Δ/(2μ) + (B/2)(1 - 1/M) Lz + B²(x² + y²)/(8μ)`,
for nuclear mass `M > 0` and field `B`. -/
def hamiltonian (M B : ℝ) (ψ : ℝ → ℝ → ℂ) (x y : ℝ) : ℂ :=
  -(1 / (2 * (reducedMass M : ℂ))) * laplacian ψ x y
    + B / 2 * (1 - 1 / M) * angularMomentum ψ x y
    + B ^ 2 * (x ^ 2 + y ^ 2) / (8 * (reducedMass M : ℂ)) * ψ x y
```

In ordinary notation,
\[
H=-\frac{\Delta}{2\mu}+\frac B2\Bigl(1-\frac1M\Bigr)L_z+\frac{B^2(x^2+y^2)}{8\mu}.
\]
This is the relative motion of a neutral electron–nucleus pair with zero pseudomomentum, in the symmetric gauge. It is taken as the starting point and not derived from the two-body problem. Spin, motion along the field and the Coulomb term are left out.

```lean
/-- The function `f (x + c y)` multiplied by the Gaussian `exp (-B (x² + y²)/4)`. -/
def dressed (c : ℂ) (B : ℝ) (f : ℂ → ℂ) (x y : ℝ) : ℂ :=
  f (x + c * y) * Complex.exp (-((B : ℂ) * ((x : ℂ) ^ 2 + (y : ℂ) ^ 2) / 4))
```

Write \(G=e^{-B(x^2+y^2)/4}\) and \(w=x+cy\). Then `dressed c B f` is \(f(w)\,G\). The choices \(c=\mp i\) give the two senses of rotation.

```lean
/-- The function `(x - i y)^k exp (-B (x² + y²)/4)`, an unnormalised Landau state when `B > 0`. -/
def landauState (B : ℝ) (k : ℕ) (x y : ℝ) : ℂ :=
  ((x : ℂ) - I * y) ^ k * Complex.exp (-((B : ℂ) * ((x : ℂ) ^ 2 + (y : ℂ) ^ 2) / 4))
```

This is \(\psi_k=(x-iy)^kG\), unnormalised. For \(B>0\), dividing by \(\sqrt{\pi\,k!\,(2/B)^{k+1}}\) normalises it and leaves the eigenvalues unchanged.

```lean
/-- The inverse reduced mass is the sum of the inverse masses, for `M > 0`. -/
theorem one_div_reducedMass {M : ℝ} (hM : 0 < M) : 1 / reducedMass M = 1 + 1 / M := by
  have h : 1 + M ≠ 0 := by positivity
  have h' : M ≠ 0 := hM.ne'
  rw [reducedMass, one_div_div, add_div, div_self h', add_comm]
```

For \(M>0\), \(1/\mu=(1+M)/M=1+1/M\). The hypothesis `hM` supplies the nonzero denominators.

## An entire function times a Gaussian

```lean
/-- The `x`-derivative of an entire function of `x + c y` times the Gaussian. -/
theorem hasDerivAt_x (c : ℂ) (B : ℝ) {f : ℂ → ℂ} (hf : Differentiable ℂ f) (x y : ℝ) :
    HasDerivAt (fun t => dressed c B f t y)
      (dressed c B (deriv f) x y - B / 2 * x * dressed c B f x y) x := by
  have hx : HasDerivAt (fun t : ℝ => (t : ℂ)) 1 x := (hasDerivAt_id (x : ℂ)).comp_ofReal
  have hw : HasDerivAt (fun t : ℝ => (t : ℂ) + c * y) 1 x := hx.add_const _
  have hF := (hf ((x : ℂ) + c * y)).hasDerivAt.comp x hw
  have hq : HasDerivAt (fun t : ℝ => -((B : ℂ) * ((t : ℂ) ^ 2 + (y : ℂ) ^ 2) / 4))
      (-((B : ℂ) * (2 * x) / 4)) x :=
    ((((hx.fun_pow 2).add_const ((y : ℂ) ^ 2)).const_mul (B : ℂ)).div_const 4).fun_neg.congr_deriv
      (by norm_num)
  exact (hF.fun_mul hq.cexp).congr_deriv (by simp only [dressed, Function.comp_apply]; ring)
```

`HasDerivAt` says that a derivative exists and has the stated value. For entire \(f\), the chain and product rules give
\[
\partial_x(fG)=\bigl(f'-\tfrac B2xf\bigr)G .
\]
In the proof, `hF` differentiates \(f(w)\) and `hq` the exponent.

```lean
/-- The `y`-derivative of an entire function of `x + c y` times the Gaussian. -/
theorem hasDerivAt_y (c : ℂ) (B : ℝ) {f : ℂ → ℂ} (hf : Differentiable ℂ f) (x y : ℝ) :
    HasDerivAt (fun t => dressed c B f x t)
      (c * dressed c B (deriv f) x y - B / 2 * y * dressed c B f x y) y := by
  have hy : HasDerivAt (fun t : ℝ => (t : ℂ)) 1 y := (hasDerivAt_id (y : ℂ)).comp_ofReal
  have hw : HasDerivAt (fun t : ℝ => (x : ℂ) + c * t) (c * 1) y :=
    (hy.const_mul c).const_add _
  have hF := (hf ((x : ℂ) + c * y)).hasDerivAt.comp y hw
  have hq : HasDerivAt (fun t : ℝ => -((B : ℂ) * ((x : ℂ) ^ 2 + (t : ℂ) ^ 2) / 4))
      (-((B : ℂ) * (2 * y) / 4)) y :=
    ((((hy.fun_pow 2).const_add ((x : ℂ) ^ 2)).const_mul (B : ℂ)).div_const 4).fun_neg.congr_deriv
      (by norm_num)
  exact (hF.fun_mul hq.cexp).congr_deriv (by simp only [dressed, Function.comp_apply]; ring)
```

In the \(y\) direction the chain rule adds a factor \(c\):
\[
\partial_y(fG)=\bigl(cf'-\tfrac B2yf\bigr)G .
\]

```lean
/-- For `c² = -1` and entire `f`, the Laplacian of the dressed function contains `f` and `f'`
but no second derivative of `f`. -/
theorem laplacian_dressed {c : ℂ} (hc : c ^ 2 = -1) (B : ℝ) {f : ℂ → ℂ}
    (hf : Differentiable ℂ f) (x y : ℝ) :
    laplacian (dressed c B f) x y =
      (-B + B ^ 2 / 4 * (x ^ 2 + y ^ 2)) * dressed c B f x y
        - B * ((x + c * y) * dressed c B (deriv f) x y) := by
  have hf' : Differentiable ℂ (deriv f) :=
    differentiableOn_univ.mp (hf.differentiableOn.deriv isOpen_univ)
  have hx : HasDerivAt (fun t : ℝ => (t : ℂ)) 1 x := (hasDerivAt_id (x : ℂ)).comp_ofReal
  have hy : HasDerivAt (fun t : ℝ => (t : ℂ)) 1 y := (hasDerivAt_id (y : ℂ)).comp_ofReal
  have e1 : dX (dressed c B f) = fun x y =>
      dressed c B (deriv f) x y - B / 2 * x * dressed c B f x y := by
    funext x y
    exact (hasDerivAt_x c B hf x y).deriv
  have e2 : dY (dressed c B f) = fun x y =>
      c * dressed c B (deriv f) x y - B / 2 * y * dressed c B f x y := by
    funext x y
    exact (hasDerivAt_y c B hf x y).deriv
  have h1 := ((hasDerivAt_x c B hf' x y).fun_sub
    ((hx.const_mul ((B : ℂ) / 2)).fun_mul (hasDerivAt_x c B hf x y))).deriv
  have h2 := (((hasDerivAt_y c B hf' x y).const_mul c).fun_sub
    ((hy.const_mul ((B : ℂ) / 2)).fun_mul (hasDerivAt_y c B hf x y))).deriv
  rw [laplacian, e1, e2, dX, dY, h1, h2]
  -- the second derivatives of `f` enter with the factor `1 + c² = 0`
  linear_combination dressed c B (deriv (deriv f)) x y * hc
```

Differentiating again,
\[
\partial_x^2(fG)=\bigl(f''-Bxf'-\tfrac B2f+\tfrac{B^2x^2}4f\bigr)G,
\]
\[
\partial_y^2(fG)=\bigl(c^2f''-Bcyf'-\tfrac B2f+\tfrac{B^2y^2}4f\bigr)G.
\]
Since \(c^2=-1\), the \(f''\) terms cancel in the sum:
\[
\Delta(fG)=\Bigl[\bigl(-B+\tfrac{B^2}4(x^2+y^2)\bigr)f-Bwf'\Bigr]G .
\]
Here `e1` and `e2` are the first derivatives, `h1` and `h2` the second. The tactic `linear_combination` closes the goal by adding a multiple of the equation `hc`, which is \(c^2=-1\), and checking the remaining algebra.

```lean
/-- For `c² = -1` and entire `f`, `Lz` acts on the dressed function as `-i c w d/dw` on `f`,
where `w = x + c y`. -/
theorem angularMomentum_dressed {c : ℂ} (hc : c ^ 2 = -1) (B : ℝ) {f : ℂ → ℂ}
    (hf : Differentiable ℂ f) (x y : ℝ) :
    angularMomentum (dressed c B f) x y =
      -I * c * ((x + c * y) * dressed c B (deriv f) x y) := by
  rw [angularMomentum, dX, dY, (hasDerivAt_x c B hf x y).deriv, (hasDerivAt_y c B hf x y).deriv]
  linear_combination I * y * dressed c B (deriv f) x y * hc
```

In \(x\,\partial_y-y\,\partial_x\) the two terms \(\tfrac B2xyf\) cancel. What remains is \((cx-y)f'G\), and \(cx-y=c(x+cy)\) because \(c^2=-1\). Hence \(L_z(fG)=-ic\,wf'G\).

```lean
/-- For `M > 0`, `c² = -1` and entire `f`, the Hamiltonian gives `B/(2μ)` times the dressed
function plus a multiple of the dressed `w f'(w)`, where `w = x + c y`. -/
theorem hamiltonian_dressed {M : ℝ} (hM : 0 < M) {c : ℂ} (hc : c ^ 2 = -1) (B : ℝ)
    {f : ℂ → ℂ} (hf : Differentiable ℂ f) (x y : ℝ) :
    hamiltonian M B (dressed c B f) x y =
      B / (2 * (reducedMass M : ℂ)) * dressed c B f x y
        + B / 2 * ((1 + 1 / M) + -I * c * (1 - 1 / M))
          * ((x + c * y) * dressed c B (deriv f) x y) := by
  have hμ : 1 / (reducedMass M : ℂ) = 1 + 1 / (M : ℂ) := by
    exact_mod_cast one_div_reducedMass hM
  rw [hamiltonian, laplacian_dressed hc B hf, angularMomentum_dressed hc B hf]
  linear_combination (B / 2 * ((x + c * y) * dressed c B (deriv f) x y)) * hμ
```

Insert both results into \(H\). The terms in \(B^2(x^2+y^2)\) cancel, and with \(1/\mu=1+1/M\),
\[
H(fG)=\frac B{2\mu}fG+\frac B2\Bigl[\Bigl(1+\frac1M\Bigr)-ic\Bigl(1-\frac1M\Bigr)\Bigr]wf'G .
\]

```lean
/-- Euler's relation `w d/dw w^k = k w^k` for `w = x + c y`, with the Gaussian attached. -/
theorem dressed_monomial (c : ℂ) (B : ℝ) (k : ℕ) (x y : ℝ) :
    ((x : ℂ) + c * y) * dressed c B (deriv fun w => w ^ k) x y =
      k * dressed c B (fun w => w ^ k) x y := by
  have h : (deriv fun w : ℂ => w ^ k) = fun w => (k : ℂ) * w ^ (k - 1) := by
    funext w
    exact (hasDerivAt_pow k w).deriv
  rw [h]
  simp only [dressed]
  cases k with
  | zero => simp
  | succ n =>
    rw [Nat.add_sub_cancel]
    ring
```

For \(f=w^k\), \(wf'=kw^k\). The case \(k=0\) is treated separately because Lean writes the derivative with the exponent `k - 1`.

## Nuclear quanta for one rotation, electron quanta for the other

```lean
/-- For nuclear mass `M > 0` and real `B`, the function `(x - i y)^k exp (-B (x² + y²)/4)` satisfies
the eigenvalue equations of `Lz`, with eigenvalue `-k`, and of the Hamiltonian, with eigenvalue
`B/(2μ) + k B/M`. -/
theorem hamiltonian_landauState {M : ℝ} (hM : 0 < M) (B : ℝ) (k : ℕ) (x y : ℝ) :
    angularMomentum (landauState B k) x y = -k * landauState B k x y ∧
    hamiltonian M B (landauState B k) x y =
      ((B / (2 * reducedMass M) + k * B / M : ℝ) : ℂ) * landauState B k x y := by
  have e : landauState B k = dressed (-I) B (fun w => w ^ k) := by
    funext x y
    simp only [landauState, dressed]
    rw [show (x : ℂ) + -I * y = x - I * y by ring]
  have hc : (-I) ^ 2 = (-1 : ℂ) := by rw [neg_sq, I_sq]
  have hI : -I * -I = (-1 : ℂ) := by rw [neg_mul_neg, I_mul_I]
  have hf : Differentiable ℂ (fun w : ℂ => w ^ k) := by fun_prop
  rw [e]
  constructor
  · rw [angularMomentum_dressed hc B hf, hI, dressed_monomial]
    ring
  · rw [hamiltonian_dressed hM hc B hf, hI, dressed_monomial]
    push_cast
    ring
```

Take \(c=-i\), so \(-ic=-1\). The square bracket becomes \(2/M\), and
\[
L_z\psi_k=-k\psi_k,\qquad H\psi_k=\Bigl(\frac B{2\mu}+\frac{kB}M\Bigr)\psi_k .
\]
The symbol `∧` joins the two equations, which hold at every point. The proof rewrites `landauState` as a dressed monomial and applies the preceding formulas.

The identity holds for every real \(B\), but \(\psi_k\) is normalisable only for \(B>0\). In that case the standard oscillator spectrum makes this energy the lowest for \(m=-k\), which is what turns it into a threshold; the theorem itself supplies the eigenvalue. Binding at zero pseudomomentum and fixed \(m=-k\) can be counted from this non-interacting energy. Counted instead from \(B/(2\mu)\), the lowest threshold over all \(m\), it is smaller by \(kB/M\).

```lean
/-- For `M > 0` and real `B`, the function `(x + i y)^k exp (-B (x² + y²)/4)` satisfies the
eigenvalue equations of `Lz`, with eigenvalue `k`, and of the Hamiltonian, with eigenvalue
`B/(2μ) + k B`. -/
theorem hamiltonian_positive_m {M : ℝ} (hM : 0 < M) (B : ℝ) (k : ℕ) (x y : ℝ) :
    angularMomentum (dressed I B fun w => w ^ k) x y = k * dressed I B (fun w => w ^ k) x y ∧
    hamiltonian M B (dressed I B fun w => w ^ k) x y =
      ((B / (2 * reducedMass M) + k * B : ℝ) : ℂ) * dressed I B (fun w => w ^ k) x y := by
  have hI : -I * I = (1 : ℂ) := by rw [neg_mul, I_mul_I, neg_neg]
  have hf : Differentiable ℂ (fun w : ℂ => w ^ k) := by fun_prop
  constructor
  · rw [angularMomentum_dressed I_sq B hf, hI, dressed_monomial]
    ring
  · rw [hamiltonian_dressed hM I_sq B hf, hI, dressed_monomial]
    push_cast
    ring
```

Take \(c=+i\), so \(-ic=1\). The bracket becomes \(2\), which gives \(L_z=k\) and energy \(B/(2\mu)+kB\): the shift is now \(k\) electron quanta.

## The energies available to entire functions of x − iy times the Gaussian

```lean
/-- Let `M > 0` and let `f` be entire and not identically zero. If `f (x - i y)` times the
Gaussian is an eigenfunction of the Hamiltonian, its energy is `B/(2μ) + k B/M` for some
natural `k`. -/
theorem energy_eq_threshold {M : ℝ} (hM : 0 < M) (B : ℝ) {f : ℂ → ℂ}
    (hf : Differentiable ℂ f) (hf0 : f ≠ 0) (E : ℂ)
    (hE : ∀ x y, hamiltonian M B (dressed (-I) B f) x y = E * dressed (-I) B f x y) :
    ∃ k : ℕ, E = ((B / (2 * reducedMass M) + k * B / M : ℝ) : ℂ) := by
  have hc : (-I) ^ 2 = (-1 : ℂ) := by rw [neg_sq, I_sq]
  have hI : -I * -I = (-1 : ℂ) := by rw [neg_mul_neg, I_mul_I]
  -- the eigenvalue equation becomes a first-order equation for `f`
  have key : ∀ w : ℂ, (B : ℂ) / M * (w * deriv f w) =
      (E - B / (2 * (reducedMass M : ℂ))) * f w := by
    intro w
    have h := hE w.re (-w.im)
    have hw : (w.re : ℂ) + -I * ((-w.im : ℝ) : ℂ) = w := by
      apply Complex.ext <;> simp
    rw [hamiltonian_dressed hM hc B hf, hI] at h
    simp only [dressed, hw] at h
    refine mul_right_cancel₀ (Complex.exp_ne_zero
      (-((B : ℂ) * ((w.re : ℂ) ^ 2 + ((-w.im : ℝ) : ℂ) ^ 2) / 4))) ?_
    linear_combination h
  -- factor out the zero of `f` at the origin: `f = w^k g` with `g 0 ≠ 0`
  have hne : ¬ ∀ᶠ z in 𝓝 (0 : ℂ), f z = 0 := fun h =>
    hf0 (AnalyticOnNhd.eq_of_eventuallyEq (𝕜 := ℂ) (fun z _ => hf.analyticAt z)
      (fun _ _ => analyticAt_const) h)
  obtain ⟨k, g, hg, hg0, hfg⟩ :=
    (AnalyticAt.exists_eventuallyEq_pow_smul_nonzero_iff (hf.analyticAt 0)).mpr hne
  simp only [sub_zero, smul_eq_mul] at hfg
  have hev : ∀ᶠ z in 𝓝[≠] (0 : ℂ), 0 = (B : ℂ) / M * (k * g z + z * deriv g z)
      - (E - B / (2 * (reducedMass M : ℂ))) * g z := by
    filter_upwards [hfg.eventually_nhds.filter_mono nhdsWithin_le_nhds,
      hg.eventually_analyticAt.filter_mono nhdsWithin_le_nhds,
      self_mem_nhdsWithin] with z hfz hgz hz
    have hz0 : z ≠ 0 := hz
    have hd : deriv f z = k * z ^ (k - 1) * g z + z ^ k * deriv g z :=
      (Filter.EventuallyEq.deriv_eq hfz).trans
        ((hasDerivAt_pow k z).fun_mul hgz.differentiableAt.hasDerivAt).deriv
    have hp : (k : ℂ) * z ^ (k - 1) * z = k * z ^ k := by
      cases k with
      | zero => simp
      | succ n =>
        rw [Nat.add_sub_cancel]
        ring
    have h := key z
    rw [hd, hfz.self_of_nhds] at h
    refine mul_left_cancel₀ (pow_ne_zero k hz0) ?_
    linear_combination -h + (B : ℂ) / M * g z * hp
  -- let `w` tend to the origin
  have hcont : ContinuousAt (fun z : ℂ => (B : ℂ) / M * (k * g z + z * deriv g z)
      - (E - B / (2 * (reducedMass M : ℂ))) * g z) 0 :=
    (continuousAt_const.mul ((continuousAt_const.mul hg.continuousAt).add
      (continuousAt_id.mul hg.deriv.continuousAt))).sub
      (continuousAt_const.mul hg.continuousAt)
  have hlim := tendsto_nhds_unique (hcont.tendsto.mono_left nhdsWithin_le_nhds)
    (tendsto_const_nhds.congr' hev)
  refine ⟨k, mul_right_cancel₀ hg0 ?_⟩
  push_cast
  linear_combination -hlim

end

end FiniteMassLandau
```

Conversely, let \(f\) be entire and not identically zero, and let \(f(x-iy)G\) satisfy the eigenvalue equation with a complex number \(E\). Dividing by \(G\neq0\) gives, for every complex \(w\),
\[
\frac BM\,wf'(w)=\Bigl(E-\frac B{2\mu}\Bigr)f(w),
\]
which is `key`. A nonzero entire function vanishes at the origin to some finite order \(k\ge0\), so near it \(f=w^kg\) with \(g(0)\ne0\). Substituting and dividing by \(w^k\) for \(w\neq0\),
\[
\frac BM\bigl(kg+wg'\bigr)=\Bigl(E-\frac B{2\mu}\Bigr)g .
\]
This is `hev`, where `𝓝[≠] 0` denotes a neighbourhood of the origin without the origin itself. Letting \(w\to0\) (`hlim`) and cancelling \(g(0)\) gives \(E=B/(2\mu)+kB/M\).

The conclusion fails if \(f\) need not be entire. Take \(f(w)=\bar w\), \(B=1\) and \(M=3/2\), a mass chosen for simple arithmetic and not that of a real nucleus. Then \(f(x-iy)G=(x+iy)G\), whose energy lies \(B=1\) above \(B/(2\mu)\) by the previous theorem, whereas the allowed shifts are \(2k/3\), and none of these equals 1.

```lean
#print axioms FiniteMassLandau.hamiltonian_landauState
#print axioms FiniteMassLandau.hamiltonian_positive_m
#print axioms FiniteMassLandau.energy_eq_threshold
```

```
'FiniteMassLandau.hamiltonian_landauState' depends on axioms: [propext, Classical.choice, Quot.sound]
'FiniteMassLandau.hamiltonian_positive_m' depends on axioms: [propext, Classical.choice, Quot.sound]
'FiniteMassLandau.energy_eq_threshold' depends on axioms: [propext, Classical.choice, Quot.sound]
```
